# Along the bond line, two equal Gaussian atoms at ±d have a density minimum at their midpoint exactly when their variance is below d²

## Smeared atoms on the bond line

A thermally smeared atom is modelled here as a Gaussian on the line through the two nuclei, with unit height and variance $s$. The atoms sit at $d$ and $-d$, with $d,s>0$, so the bond length is $2d$ and the density is

$$f(x)=e^{-(x-d)^2/(2s)}+e^{-(x+d)^2/(2s)}.$$

The parameter $s$ stands for the total width. If a static atom is a Gaussian of variance $w$ and its displacement along the line is Gaussian with variance $U$, averaging over the displacement gives a Gaussian of variance $s=w+U$. Its height also drops, but by the same factor for both atoms, and a common factor does not affect whether there is a minimum. Thermal motion therefore erases a minimum that the static density has when $w<d^2\le w+U$.

This bears on the reading of charge densities from diffraction: in this one-dimensional model of two equal, superposed Gaussians, the absence of a minimum between the atoms can come from smearing alone, with no bonding charge.

## Critical points and the threshold

- If $s<d^2$, the critical points of $f$ are exactly $-c$, $0$ and $c$, for some $c$ with $0<c<d$.
- If $s\ge d^2$, the only critical point is $0$.
- The midpoint is a local minimum of $f$ if and only if $s<d^2$.

In terms of the root-mean-square width $\sqrt s$, the minimum is present exactly when the bond length exceeds $2\sqrt s$.

## The slope as a competition between two pulls

Differentiation gives

$$f'(x)=\frac{d-x}{s}\,e^{-(x-d)^2/(2s)}-\frac{d+x}{s}\,e^{-(x+d)^2/(2s)}.$$

Since $(x\mp d)^2=x^2+d^2\mp 2xd$, both terms contain $e^{-(x^2+d^2)/(2s)}$, and what remains combines into hyperbolic functions:

$$f'(x)=\frac2s\,e^{-(x^2+d^2)/(2s)}\,B(x),\qquad B(x)=d\sinh\frac{xd}{s}-x\cosh\frac{xd}{s}.$$

The prefactor is positive, so $f'$ has the sign and the zeros of $B$. As $B$ is odd, $B(0)=0$ and only $x>0$ needs study.

**Broad atoms, $s\ge d^2$.** The function $t\cosh t-\sinh t$ vanishes at $0$ and has derivative $t\sinh t>0$ for $t>0$. Hence $\sinh u<u\cosh u$ for $u>0$. With $u=xd/s$,

$$d\sinh u<du\cosh u=\frac{d^2}{s}\,x\cosh u\le x\cosh u,$$

so $B(x)<0$ for every $x>0$. The midpoint is the only critical point, and $f$ falls strictly on both sides of it, so it is not a local minimum.

**Sharp atoms, $s<d^2$.** Now $d^2/s>1$, so there is a $u>0$ with $\cosh u=d^2/s$. Put $x_0=su/d$. Then

$$B(x_0)=d\sinh u-\frac{su}{d}\cdot\frac{d^2}{s}=d(\sinh u-u)>0.$$

From $u<\sinh u<\cosh u=d^2/s$ it follows that $x_0<d$. At the atom itself, $B(d)=d\left(\sinh(d^2/s)-\cosh(d^2/s)\right)<0$. By continuity $B$ has a zero $c$ with $x_0<c<d$.

To see that it is the only positive zero, write

$$B(x)=x\cosh v\left(\frac{d^2}{s}\,\frac{\tanh v}{v}-1\right),\qquad v=\frac{xd}{s}.$$

The derivative of $\tanh t/t=\sinh t/(t\cosh t)$ has the numerator

$$t\cosh^2t-\sinh t\,(\cosh t+t\sinh t)=t-\sinh t\cosh t,$$

which is negative for $t>0$, because $\sinh t>t$ and $\cosh t\ge1$. The bracket therefore decreases strictly, and $B$ is positive on $(0,c)$ and negative beyond $c$. Oddness supplies the zero $-c$. Since $f$ is even and rises on $[0,c]$, the midpoint is a local minimum.

## A numerical instance with d = 1

Take $s=1/2$, so that $s<d^2$. The condition $B(x)=0$ becomes $x=\tanh 2x$. Iterating from $x=1$ gives $0.964$, $0.9586$, $0.9577$ and settles at $c\approx0.9575$. The density is $f(0)=2e^{-1}\approx0.736$ at the midpoint and $f(c)\approx1.020$ at the peak, which lies slightly inside the atomic position.

At $s=1$, the threshold, the condition is $x=\tanh x$, whose only solution is $0$. Now $f(0)=2e^{-1/2}\approx1.213$ exceeds $f(1)=1+e^{-2}\approx1.135$.

## The statement in Lean

`atom s a` is one smeared atom centred at `a`, `density d s` is $f$, and `balance d s` is $B$. The hypotheses `hd` and `hs` say that $d$ and $s$ are positive.

In `critical_points`, the set `{x | deriv (density d s) x = 0}` collects the critical points on the whole real line. It equals `{-c, 0, c}` in the sharp case, three distinct points because $0<c$, and `{0}` in the broad case. In `bond_minimum_iff`, `IsLocalMin (density d s) 0` means that $f(0)\le f(y)$ for all $y$ close enough to $0$.

Unit height is a convention: multiplying both atoms by the same positive constant, such as $1/\sqrt{2\pi s}$, changes neither the critical points nor the criterion. The model leaves out unequal atoms, non-Gaussian profiles, charge redistributed by bonding, and the dependence of $s$ on temperature. It describes the density only along the bond line: for spherical Gaussians in three dimensions the density falls off sideways from that line, so the midpoint is never a local minimum in space.

```lean
import Mathlib

open Set

namespace SmearedBond

noncomputable section

/-- Density at `x` of a thermally smeared atom centred at `a`, a Gaussian of variance `s` (for
`s > 0`) and unit height. -/
def atom (s a x : ℝ) : ℝ := Real.exp (-(x - a) ^ 2 / (2 * s))

/-- Density of two equal smeared atoms centred at `d` and `-d` (for `s > 0`). -/
def density (d s x : ℝ) : ℝ := atom s d x + atom s (-d) x

/-- The competition between the pulls of the two atoms on the slope of the density (for `s > 0`). -/
def balance (d s x : ℝ) : ℝ := d * Real.sinh (x * d / s) - x * Real.cosh (x * d / s)

/-- The density is symmetric about the bond midpoint. -/
theorem density_neg (d s x : ℝ) : density d s (-x) = density d s x := by
  have h1 : (-x - d) ^ 2 = (x - -d) ^ 2 := by ring
  have h2 : (-x - -d) ^ 2 = (x - d) ^ 2 := by ring
  simp only [density, atom]
  rw [h1, h2]
  exact add_comm _ _

/-- For `s > 0` the slope of the density is a positive Gaussian factor times `balance`. -/
theorem hasDerivAt_density (d : ℝ) {s : ℝ} (hs : 0 < s) (x : ℝ) :
    0 < 2 / s * Real.exp (-(x ^ 2 + d ^ 2) / (2 * s)) ∧
    HasDerivAt (density d s)
      (2 / s * Real.exp (-(x ^ 2 + d ^ 2) / (2 * s)) * balance d s x) x := by
  refine ⟨mul_pos (div_pos two_pos hs) (Real.exp_pos _), ?_⟩
  have hatom : ∀ a : ℝ, HasDerivAt (fun y => Real.exp (-(y - a) ^ 2 / (2 * s)))
      (Real.exp (-(x - a) ^ 2 / (2 * s)) * (-(x - a) / s)) x := by
    intro a
    have h := ((((hasDerivAt_id' x).sub_const a).fun_pow 2).fun_neg).div_const (2 * s)
    refine (h.congr_deriv ?_).exp
    show -(((2 : ℕ) : ℝ) * (x - a) ^ 1 * 1) / (2 * s) = -(x - a) / s
    push_cast
    ring
  -- both atoms share the Gaussian factor centred at the midpoint
  have ep : Real.exp (-(x - d) ^ 2 / (2 * s)) =
      Real.exp (-(x ^ 2 + d ^ 2) / (2 * s)) * Real.exp (x * d / s) := by
    rw [← Real.exp_add]
    congr 1
    ring
  have em : Real.exp (-(x - -d) ^ 2 / (2 * s)) =
      Real.exp (-(x ^ 2 + d ^ 2) / (2 * s)) * Real.exp (-(x * d / s)) := by
    rw [← Real.exp_add]
    congr 1
    ring
  refine ((hatom d).fun_add (hatom (-d))).congr_deriv ?_
  rw [ep, em, balance, Real.sinh_eq, Real.cosh_eq]
  ring

/-- For `u > 0`, `sinh u` lies below `u cosh u`. -/
theorem sinh_lt_mul_cosh {u : ℝ} (hu : 0 < u) : Real.sinh u < u * Real.cosh u := by
  have hder : ∀ t : ℝ, HasDerivAt (fun t : ℝ => t * Real.cosh t - Real.sinh t)
      (t * Real.sinh t) t := fun t =>
    (((hasDerivAt_id' t).fun_mul (Real.hasDerivAt_cosh t)).fun_sub
      (Real.hasDerivAt_sinh t)).congr_deriv (by ring)
  have hm : StrictMonoOn (fun t : ℝ => t * Real.cosh t - Real.sinh t) (Ici 0) :=
    strictMonoOn_of_deriv_pos (convex_Ici 0)
      (fun t _ => (hder t).continuousAt.continuousWithinAt) (fun t ht => by
        rw [interior_Ici] at ht
        rw [(hder t).deriv]
        exact mul_pos ht (Real.sinh_pos_iff.2 ht))
  have h := hm (mem_Ici.2 le_rfl) (mem_Ici.2 hu.le) hu
  simp only [zero_mul, Real.sinh_zero, sub_zero] at h
  linarith

/-- The ratio `tanh u / u` strictly decreases for `u > 0`, written without division. -/
theorem tanh_ratio {u v : ℝ} (hu : 0 < u) (huv : u < v) :
    u * Real.sinh v * Real.cosh u < v * Real.sinh u * Real.cosh v := by
  have hpos : ∀ t : ℝ, 0 < t → 0 < t * Real.cosh t := fun t ht =>
    mul_pos ht (Real.cosh_pos t)
  have hder := fun (t : ℝ) (ht : 0 < t) => (Real.hasDerivAt_sinh t).fun_div
    ((hasDerivAt_id' t).fun_mul (Real.hasDerivAt_cosh t)) (hpos t ht).ne'
  have hanti : StrictAntiOn (fun t : ℝ => Real.sinh t / (t * Real.cosh t)) (Ioi 0) := by
    refine strictAntiOn_of_deriv_neg (convex_Ioi 0)
      (fun t ht => (hder t ht).continuousAt.continuousWithinAt) (fun t ht => ?_)
    rw [interior_Ioi] at ht
    have ht0 : 0 < t := ht
    rw [(hder t ht0).deriv]
    refine div_neg_of_neg_of_pos ?_ (pow_pos (hpos t ht0) 2)
    -- the numerator is t - sinh t cosh t
    have h1 := Real.self_lt_sinh_iff.2 ht0
    have h2 := mul_nonneg (Real.sinh_pos_iff.2 ht0).le (sub_nonneg.2 (Real.one_le_cosh t))
    have h3 := Real.cosh_sq t
    linear_combination h1 + h2 + t * h3
  have h : Real.sinh v / (v * Real.cosh v) < Real.sinh u / (u * Real.cosh u) :=
    hanti hu (hu.trans huv) huv
  rw [div_lt_iff₀ (hpos v (hu.trans huv)), div_mul_eq_mul_div,
    lt_div_iff₀ (hpos u hu)] at h
  linear_combination h

/-- If `s ≥ d²`, with `d, s > 0`, then `balance` is negative at every `x > 0`. -/
theorem balance_neg_of_broad {d s x : ℝ} (hd : 0 < d) (hs : 0 < s) (h : d ^ 2 ≤ s)
    (hx : 0 < x) : balance d s x < 0 := by
  have h1 := mul_lt_mul_of_pos_left (sinh_lt_mul_cosh (u := x * d / s) (by positivity)) hd
  have h2 : d * (x * d / s) ≤ x := by
    rw [← mul_div_assoc, div_le_iff₀ hs]
    nlinarith [mul_le_mul_of_nonneg_left h hx.le]
  have h3 := mul_le_mul_of_nonneg_right h2 (Real.cosh_pos (x * d / s)).le
  unfold balance
  linarith

/-- If `0 < s < d²` and `d > 0`, then `balance` vanishes at some `c` between the midpoint and
the atom at `d`; it is positive between `0` and `c` and negative beyond `c`. -/
theorem exists_peak {d s : ℝ} (hd : 0 < d) (hs : 0 < s) (h : s < d ^ 2) :
    ∃ c, 0 < c ∧ c < d ∧ balance d s c = 0 ∧
      (∀ x, 0 < x → x < c → 0 < balance d s x) ∧ ∀ x, c < x → balance d s x < 0 := by
  have hk : 1 < d ^ 2 / s := (one_lt_div hs).2 h
  obtain ⟨u, hu, hcu⟩ : ∃ u, 0 < u ∧ Real.cosh u = d ^ 2 / s := by
    refine ⟨Real.arsinh (√((d ^ 2 / s) ^ 2 - 1)), ?_, ?_⟩
    · rw [Real.arsinh_pos_iff]
      exact Real.sqrt_pos.2 (by nlinarith)
    · rw [Real.cosh_arsinh, Real.sq_sqrt (by nlinarith), add_sub_cancel,
        Real.sqrt_sq (by positivity)]
  have hus := Real.self_lt_sinh_iff.2 hu
  have hx0 : 0 < s * u / d := by positivity
  have hxd : s * u / d < d := by
    have h1 : u < d ^ 2 / s := hcu ▸ hus.trans (Real.sinh_lt_cosh u)
    rw [lt_div_iff₀ hs] at h1
    rw [div_lt_iff₀ hd]
    linarith
  have hleft : 0 < balance d s (s * u / d) := by
    have e1 : s * u / d * d / s = u := by field_simp
    have e2 : s * u / d * (d ^ 2 / s) = d * u := by field_simp
    rw [balance, e1, hcu, e2]
    linarith [mul_lt_mul_of_pos_left hus hd]
  have hright : balance d s d < 0 := by
    unfold balance
    linarith [mul_lt_mul_of_pos_left (Real.sinh_lt_cosh (d * d / s)) hd]
  have hcont : Continuous (balance d s) := by
    have hl : Continuous fun x : ℝ => x * d / s := by fun_prop
    exact (continuous_const.mul (Real.continuous_sinh.comp hl)).sub
      (continuous_id.mul (Real.continuous_cosh.comp hl))
  obtain ⟨c, ⟨hc1, hc2⟩, hc⟩ :=
    intermediate_value_Icc' hxd.le hcont.continuousOn ⟨hright.le, hleft.le⟩
  have hc0 : 0 < c := hx0.trans_le hc1
  have hc' : d * Real.sinh (c * d / s) - c * Real.cosh (c * d / s) = 0 := hc
  have hS : 0 < Real.sinh (c * d / s) := Real.sinh_pos_iff.2 (by positivity)
  have cross : ∀ x y : ℝ, 0 < x → x < y →
      x * Real.sinh (y * d / s) * Real.cosh (x * d / s) <
        y * Real.sinh (x * d / s) * Real.cosh (y * d / s) := by
    intro x y hx hxy
    have key := tanh_ratio (u := x * d / s) (v := y * d / s) (by positivity) (by gcongr)
    refine lt_of_mul_lt_mul_left (a := d / s) ?_ (by positivity)
    linear_combination key
  refine ⟨c, hc0, lt_of_le_of_ne hc2 (fun e => ?_), hc, fun x hx hxc => ?_, fun x hcx => ?_⟩
  · rw [e] at hc
    linarith
  · refine sub_pos.2 (lt_of_mul_lt_mul_left (a := Real.sinh (c * d / s)) ?_ hS.le)
    linear_combination cross x c hx hxc - Real.sinh (x * d / s) * hc'
  · refine sub_neg.2 (lt_of_mul_lt_mul_left (a := Real.sinh (c * d / s)) ?_ hS.le)
    linear_combination cross c x hc0 hcx + Real.sinh (x * d / s) * hc'

/-- Two equal smeared atoms at `±d`, with `d, s > 0`: for `s < d²` the critical points of the
density are the midpoint and two points `±c` with `0 < c < d`; for `s ≥ d²` the midpoint is
the only one. -/
theorem critical_points {d s : ℝ} (hd : 0 < d) (hs : 0 < s) :
    (s < d ^ 2 → ∃ c, 0 < c ∧ c < d ∧ {x | deriv (density d s) x = 0} = {-c, 0, c}) ∧
      (d ^ 2 ≤ s → {x | deriv (density d s) x = 0} = {0}) := by
  have hiff : ∀ x, deriv (density d s) x = 0 ↔ balance d s x = 0 := by
    intro x
    obtain ⟨hp, hder⟩ := hasDerivAt_density d hs x
    rw [hder.deriv]
    exact ⟨fun h => (mul_eq_zero.mp h).resolve_left hp.ne', fun h => by rw [h, mul_zero]⟩
  have hodd : ∀ x, balance d s (-x) = -balance d s x := by
    intro x
    have e : -x * d / s = -(x * d / s) := by ring
    rw [balance, balance, e, Real.sinh_neg, Real.cosh_neg]
    ring
  have hzero : balance d s 0 = 0 := by simp [balance]
  constructor
  · intro h
    obtain ⟨c, hc0, hcd, hc, hin, hout⟩ := exists_peak hd hs h
    have huniq : ∀ y, 0 < y → balance d s y = 0 → y = c := by
      intro y hy hb
      rcases lt_trichotomy y c with hl | he | hg
      · linarith [hin y hy hl]
      · exact he
      · linarith [hout y hg]
    refine ⟨c, hc0, hcd, ?_⟩
    ext x
    simp only [Set.mem_ofPred_eq, mem_insert_iff, mem_singleton_iff, hiff]
    constructor
    · intro hb
      rcases lt_trichotomy x 0 with hx | hx | hx
      · left
        linarith [huniq (-x) (by linarith) (by rw [hodd, hb, neg_zero])]
      · exact Or.inr (Or.inl hx)
      · exact Or.inr (Or.inr (huniq x hx hb))
    · rintro (hx | hx | hx)
      · rw [hx, hodd, hc, neg_zero]
      · rw [hx, hzero]
      · rw [hx, hc]
  · intro h
    ext x
    simp only [Set.mem_ofPred_eq, mem_singleton_iff, hiff]
    constructor
    · intro hb
      rcases lt_trichotomy x 0 with hx | hx | hx
      · linarith [balance_neg_of_broad hd hs h (neg_pos.2 hx), hodd x]
      · exact hx
      · linarith [balance_neg_of_broad hd hs h hx]
    · intro hx
      rw [hx, hzero]

/-- For `d, s > 0` the density has a local minimum at the bond midpoint exactly when
`s < d²`. -/
theorem bond_minimum_iff {d s : ℝ} (hd : 0 < d) (hs : 0 < s) :
    IsLocalMin (density d s) 0 ↔ s < d ^ 2 := by
  have hcont : Continuous (density d s) :=
    continuous_iff_continuousAt.2 fun x => (hasDerivAt_density d hs x).2.continuousAt
  constructor
  · intro hmin
    by_contra hn
    -- a broad density falls off strictly from the midpoint
    have hanti : StrictAntiOn (density d s) (Ici 0) := by
      refine strictAntiOn_of_deriv_neg (convex_Ici 0) hcont.continuousOn (fun x hx => ?_)
      rw [interior_Ici] at hx
      obtain ⟨hp, hder⟩ := hasDerivAt_density d hs x
      rw [hder.deriv]
      exact mul_neg_of_pos_of_neg hp (balance_neg_of_broad hd hs (not_lt.1 hn) hx)
    have hev : ∀ᶠ y in nhds (0 : ℝ), density d s 0 ≤ density d s y := hmin
    obtain ⟨ε, hε, hb⟩ := Metric.eventually_nhds_iff.1 hev
    have hdist : dist (ε / 2) 0 < ε := by
      rw [Real.dist_eq, sub_zero, abs_of_pos (half_pos hε)]
      linarith
    have h1 : density d s 0 ≤ density d s (ε / 2) := hb hdist
    have h2 := hanti (mem_Ici.2 le_rfl) (mem_Ici.2 (half_pos hε).le) (half_pos hε)
    linarith
  · intro h
    obtain ⟨c, hc0, -, -, hin, -⟩ := exists_peak hd hs h
    -- a sharp density rises from the midpoint up to c
    have hmono : StrictMonoOn (density d s) (Icc 0 c) := by
      refine strictMonoOn_of_deriv_pos (convex_Icc 0 c) hcont.continuousOn (fun x hx => ?_)
      rw [interior_Icc] at hx
      obtain ⟨hp, hder⟩ := hasDerivAt_density d hs x
      rw [hder.deriv]
      exact mul_pos hp (hin x hx.1 hx.2)
    show ∀ᶠ y in nhds (0 : ℝ), density d s 0 ≤ density d s y
    refine Metric.eventually_nhds_iff.2 ⟨c, hc0, fun y hy => ?_⟩
    rw [Real.dist_eq, sub_zero] at hy
    have habs : density d s |y| = density d s y := by
      rcases abs_choice y with e | e
      · rw [e]
      · rw [e, density_neg]
    rw [← habs]
    exact hmono.monotoneOn ⟨le_rfl, hc0.le⟩ ⟨abs_nonneg y, hy.le⟩ (abs_nonneg y)

end

end SmearedBond
```

```lean
#print axioms SmearedBond.critical_points
-- 'SmearedBond.critical_points' depends on axioms: [propext, Classical.choice, Quot.sound]
#print axioms SmearedBond.bond_minimum_iff
-- 'SmearedBond.bond_minimum_iff' depends on axioms: [propext, Classical.choice, Quot.sound]
```

## From the slope formula to the criterion

`density_neg` is the evenness of $f$. `hasDerivAt_density` gives the slope formula together with the positivity of its prefactor. Inside it, `hatom` differentiates one Gaussian, and `ep` and `em` extract the common exponential.

`sinh_lt_mul_cosh` obtains its inequality from the positive derivative $t\sinh t$. `tanh_ratio` shows that $\sinh t/(t\cosh t)$ decreases, then clears denominators; its first `linear_combination` step verifies the sign of $t-\sinh t\cosh t$. `balance_neg_of_broad` is the chain of inequalities for broad atoms.

`exists_peak` treats sharp atoms. It constructs $u$ explicitly as $\operatorname{arsinh}\sqrt{(d^2/s)^2-1}$. The facts `hleft` and `hright` are the two endpoint signs, and `intermediate_value_Icc'` supplies $c$. The signs on either side of $c$ come from `cross`, which is `tanh_ratio` at the arguments $xd/s$ and $yd/s$ with a factor $d/s$ cancelled. The desired inequality is multiplied by $\sinh(cd/s)>0$, and $B(c)=0$ then turns it into `cross`.

In `critical_points`, `hiff` replaces zeros of the derivative by zeros of `balance`, and `hodd` carries the positive side to the negative one. Splitting into $x<0$, $x=0$ and $x>0$ settles both set equalities.

For `bond_minimum_iff`, suppose first that the midpoint is a local minimum but $s\ge d^2$. Then $f$ decreases strictly on $[0,\infty)$, and the point $\varepsilon/2$, inside the neighbourhood of radius $\varepsilon$ where $f(0)\le f(y)$, gives a contradiction. Conversely, if $s<d^2$, then $f$ increases on $[0,c]$. For $|y|<c$, evenness gives $f(y)=f(|y|)\ge f(0)$.
